# Block inverse iteration never raises the Ritz sum of a positive definite Hermitian matrix

An eigensolver based on block inverse iteration solves HW = V for a block of trial vectors V, then computes the Ritz values of H on the span of the new block W. Their sum is a cheap quantity to log at every step. For a fixed positive definite Hermitian H it cannot rise if the solve is exact, so a rise larger than rounding can account for points to a poor linear solve, a matrix that is not positive definite, or a bug.

## The bound and the exact drop

Let H be a Hermitian positive definite n×n matrix and V an n×k matrix with linearly independent columns. The superscript ᴴ denotes the conjugate transpose, as in Lean, and has nothing to do with the matrix H. The Ritz values of H on the span of V are the eigenvalues of (VᴴV)⁻¹VᴴHV, and their sum is

R(V) = tr((VᴴV)⁻¹ VᴴHV).

With W = H⁻¹V, the matrix WᴴW is invertible and

R(W) ≤ R(V).

Equality holds exactly when HV = VL for some k×k matrix L, that is, when the trial space is invariant under H. If the columns of V are orthonormal, R(V) is simply tr(VᴴHV).

The bound follows from an identity. Let P and Q be the orthogonal projectors onto the spans of V and W, and put X = P − QP and Y = Q − QP. Then

R(V) − R(W) = tr(XᴴHX) + tr(YᴴHY).

## Logging the trace in a subspace eigensolver

If H is the one-particle Hamiltonian matrix of non-interacting fermions in a finite orthonormal basis of spin orbitals, R(V) is the energy expectation value of k fermions in the normalised Slater determinant of the trial orbitals. The bound says that, for positive definite H, inverse iteration never raises it.

Positive definiteness means that energies are measured from a zero below the lowest level. A code can arrange this with a shift: it replaces H by H − σI, with σ below the lowest eigenvalue. This subtracts kσ from the Ritz sum both before and after the step, so the Ritz sum of the original H does not rise either, provided that the solve uses H − σI.

For a Hermitian H, invertibility alone is not enough. Take H = diag(−2, 1) and V = (1, 1)ᵀ/√2. The Ritz value is −1/2 before the step and 2/5 after it.

Codes usually orthonormalise W before continuing. This replaces W by WC with C invertible, which turns (WᴴW)⁻¹WᴴHW into C⁻¹(WᴴW)⁻¹WᴴHWC and leaves the trace alone.

## Deriving the drop from two projectors

**The new Gram matrix.** Suppose WᴴWx = 0. Then ‖Wx‖² = xᴴWᴴWx = 0, so Wx = 0. Applying H gives Vx = 0, hence VᴴVx = 0 and x = 0. So WᴴW is invertible, and both projectors are defined:

P = V(VᴴV)⁻¹Vᴴ, Q = W(WᴴW)⁻¹Wᴴ.

Both are Hermitian and idempotent, and PV = V. Cyclicity of the trace gives R(V) = tr(HP) and R(W) = tr(HQ).

**The link between the two spaces.** Since HW = V,

HQ = V(WᴴW)⁻¹Wᴴ.

The columns of HQ lie in the old trial space, so PHQ = HQ. The adjoint of this equation is QHP = QH.

**The two parts of the drop.** Write t = tr(PQHQ). Expanding the first part gives

tr(XᴴHX) = tr(PHP) − tr(PHQP) − tr(PQHP) + tr(PQHQP).

The first term is tr(HP), because P² = P. The second trace is tr(PHQ) = tr(HQ). The third is tr(PQH) = tr(QHP) = tr(QH) = tr(HQ). The last is t. Therefore

tr(XᴴHX) = tr(HP) − 2 tr(HQ) + t.

In the same way,

tr(YᴴHY) = tr(QHQ) − tr(QHQP) − tr(PQHQ) + tr(PQHQP) = tr(HQ) − t − t + t = tr(HQ) − t.

The sum is tr(HP) − tr(HQ), which is the drop.

**The sign.** If xⱼ are the columns of X, then

tr(XᴴHX) = Σⱼ xⱼᴴHxⱼ ≥ 0,

and the sum vanishes only if every column is zero. The same holds for Y, so R(W) ≤ R(V).

**Equality.** If the drop is zero, both parts vanish and X = 0, so P = QP. Then V = PV = QPV = QV, and

HV = HQV = V(WᴴW)⁻¹WᴴV,

which has the form VL. Conversely, let HV = VL. Then R(V) = tr((VᴴV)⁻¹VᴴVL) = tr L. Also HW = V = H⁻¹HV = H⁻¹VL = WL, so R(W) = tr L as well.

**Many steps.** Each step keeps the Gram matrix invertible, so the argument applies again to the next block, and R never increases along the iteration.

## The statements and proofs in Lean

In the code, `n` and `k` are finite types that label the basis functions and the trial vectors; they are not numbers. `H.PosDef` includes Hermiticity, and `IsUnit (Vᴴ * V)` says that the columns of V are independent. `ritzSum H V` is R(V), and `spanProj V` is P. The relation `≤` is the order on ℂ, in which a ≤ b means that b − a is real and nonnegative.

`orthonormal_step` is the version for VᴴV = 1. It includes the invertibility of WᴴW in its conclusion, since Lean assigns the value zero to the inverse of a singular matrix and the trace would then not be a Ritz sum. `ritzSum_step_le` treats any block with independent columns, `ritzSum_step_eq_iff` gives the equality case, and `ritzSum_antitone` covers the unnormalised blocks H⁻ᵐV for m = 0, 1, 2, ….

The proofs take the same route as the derivation:

- `block_energy_pos` writes the trace as a sum over columns and uses positive definiteness on each one.
- `spanProj_spec` collects the projector properties.
- `gram_isUnit_step` shows that the new Gram matrix acts injectively on vectors.
- `ritzSum_drop` proves the identity. There `h` is PHQ = HQ and `h'` is its adjoint. `noncomm_ring` expands the two products, `t1` to `t6` are the trace reductions, and `linear_combination` adds them up.
- `ritzSum_step_eq_iff` uses the explicit L found above for one direction and `ritzSum_of_invariant`, applied to V and to W, for the other.
- `ritzSum_antitone` carries invertibility along by induction and applies the one-step bound each time.

```lean
import Mathlib

open Matrix
open scoped ComplexOrder

namespace BlockInverseIteration

noncomputable section

variable {n k : Type*} [Fintype n] [DecidableEq n] [Fintype k] [DecidableEq k]

/-- The sum of the Ritz values of `H` on the span of the columns of `V`,
for `V` with invertible Gram matrix `Vᴴ * V`. -/
def ritzSum (H : Matrix n n ℂ) (V : Matrix n k ℂ) : ℂ :=
  trace ((Vᴴ * V)⁻¹ * (Vᴴ * H * V))

/-- The orthogonal projector onto the span of the columns of `V`,
for `V` with invertible Gram matrix `Vᴴ * V`. -/
def spanProj (V : Matrix n k ℂ) : Matrix n n ℂ :=
  V * (Vᴴ * V)⁻¹ * Vᴴ

omit [DecidableEq n] in
/-- For positive definite `H` and a square matrix `X` of the same size, `tr (Xᴴ H X)` is
nonnegative, and it vanishes only if `X` is zero. -/
theorem block_energy_pos {H : Matrix n n ℂ} (hH : H.PosDef) (X : Matrix n n ℂ) :
    0 ≤ trace (Xᴴ * H * X) ∧ (trace (Xᴴ * H * X) = 0 → X = 0) := by
  -- the trace is the sum of `xᴴ H x` over the columns `x` of `X`
  have key : trace (Xᴴ * H * X) =
      ∑ j, star (fun i => X i j) ⬝ᵥ (H *ᵥ (fun i => X i j)) := by
    rw [Matrix.mul_assoc]
    rfl
  have hnn : ∀ j ∈ Finset.univ,
      0 ≤ star (fun i => X i j) ⬝ᵥ (H *ᵥ (fun i => X i j)) :=
    fun j _ => hH.posSemidef.dotProduct_mulVec_nonneg _
  rw [key]
  refine ⟨Finset.sum_nonneg hnn, fun h => ?_⟩
  have hz := (Finset.sum_eq_zero_iff_of_nonneg hnn).mp h
  ext i j
  by_contra hne
  have hcol : (fun i => X i j) ≠ 0 := fun h0 => hne (congrFun h0 i)
  exact (hH.dotProduct_mulVec_pos hcol).ne' (hz j (Finset.mem_univ j))

omit [DecidableEq n] in
/-- If the Gram matrix of `V` is invertible, `spanProj V` is Hermitian, leaves `V` unchanged
and is idempotent. -/
theorem spanProj_spec {V : Matrix n k ℂ} (hV : IsUnit (Vᴴ * V)) :
    (spanProj V)ᴴ = spanProj V ∧ spanProj V * V = V ∧
      spanProj V * spanProj V = spanProj V := by
  have hd := (Matrix.isUnit_iff_isUnit_det _).mp hV
  have h1 : spanProj V * V = V := by
    rw [spanProj, Matrix.mul_assoc, Matrix.mul_assoc, nonsing_inv_mul _ hd, Matrix.mul_one]
  refine ⟨?_, h1, ?_⟩
  · simp only [spanProj, conjTranspose_mul, conjTranspose_nonsing_inv,
      conjTranspose_conjTranspose, Matrix.mul_assoc]
  · calc spanProj V * spanProj V = (spanProj V * V) * ((Vᴴ * V)⁻¹ * Vᴴ) := by
          simp only [spanProj, Matrix.mul_assoc]
      _ = spanProj V := by rw [h1, spanProj, Matrix.mul_assoc]

/-- For positive definite `H`, a step of inverse iteration keeps an invertible Gram matrix
invertible. -/
theorem gram_isUnit_step {H : Matrix n n ℂ} (hH : H.PosDef) {V : Matrix n k ℂ}
    (hV : IsUnit (Vᴴ * V)) : IsUnit ((H⁻¹ * V)ᴴ * (H⁻¹ * V)) := by
  have hd := (Matrix.isUnit_iff_isUnit_det _).mp hH.isUnit
  rw [← Matrix.mulVec_injective_iff_isUnit] at hV ⊢
  intro x y hxy
  have h0 : ((H⁻¹ * V)ᴴ * (H⁻¹ * V)) *ᵥ (x - y) = 0 := by
    rw [Matrix.mulVec_sub]
    exact sub_eq_zero.mpr hxy
  rw [Matrix.conjTranspose_mul_self_mulVec_eq_zero] at h0
  -- applying `H` recovers the old block
  have h1 : V *ᵥ (x - y) = 0 := by
    have h2 : H *ᵥ ((H⁻¹ * V) *ᵥ (x - y)) = 0 := by rw [h0, Matrix.mulVec_zero]
    rwa [Matrix.mulVec_mulVec, mul_nonsing_inv_cancel_left _ _ hd] at h2
  apply hV
  change (Vᴴ * V) *ᵥ x = (Vᴴ * V) *ᵥ y
  rw [← sub_eq_zero, ← Matrix.mulVec_sub, Matrix.conjTranspose_mul_self_mulVec_eq_zero]
  exact h1

/-- For positive definite `H` and `V` with invertible Gram matrix, the drop of the Ritz sum in one
step is `tr (Xᴴ H X) + tr (Yᴴ H Y)`, where `X = P - Q * P`, `Y = Q - Q * P`, and `P` and `Q` are the
orthogonal projectors onto the column spans of `V` and `H⁻¹ * V`. -/
theorem ritzSum_drop {H : Matrix n n ℂ} (hH : H.PosDef) {V : Matrix n k ℂ}
    (hV : IsUnit (Vᴴ * V)) :
    ritzSum H V - ritzSum H (H⁻¹ * V) =
      trace ((spanProj V - spanProj (H⁻¹ * V) * spanProj V)ᴴ * H *
        (spanProj V - spanProj (H⁻¹ * V) * spanProj V)) +
      trace ((spanProj (H⁻¹ * V) - spanProj (H⁻¹ * V) * spanProj V)ᴴ * H *
        (spanProj (H⁻¹ * V) - spanProj (H⁻¹ * V) * spanProj V)) := by
  have hd := (Matrix.isUnit_iff_isUnit_det _).mp hH.isUnit
  have ritz : ∀ X : Matrix n k ℂ, ritzSum H X = trace (H * spanProj X) := by
    intro X
    calc ritzSum H X = trace (((Xᴴ * X)⁻¹ * Xᴴ) * (H * X)) := by
          simp only [ritzSum, Matrix.mul_assoc]
      _ = trace ((H * X) * ((Xᴴ * X)⁻¹ * Xᴴ)) := Matrix.trace_mul_comm _ _
      _ = trace (H * spanProj X) := by simp only [spanProj, Matrix.mul_assoc]
  obtain ⟨hPh, hPV, hP⟩ := spanProj_spec hV
  obtain ⟨hQh, -, hQ⟩ := spanProj_spec (gram_isUnit_step hH hV)
  -- `H` maps the new trial space into the old one
  have h : spanProj V * (H * spanProj (H⁻¹ * V)) = H * spanProj (H⁻¹ * V) := by
    have e : H * spanProj (H⁻¹ * V) =
        V * (((H⁻¹ * V)ᴴ * (H⁻¹ * V))⁻¹ * (H⁻¹ * V)ᴴ) := by
      rw [spanProj, Matrix.mul_assoc (H⁻¹ * V), ← Matrix.mul_assoc H,
        mul_nonsing_inv_cancel_left _ _ hd]
    rw [e, ← Matrix.mul_assoc, hPV]
  rw [ritz, ritz]
  set P := spanProj V
  set Q := spanProj (H⁻¹ * V)
  have h' : Q * H * P = Q * H := by
    have e := congrArg conjTranspose h
    rwa [conjTranspose_mul, conjTranspose_mul, hPh, hQh, hH.isHermitian.eq] at e
  have a1 : (P - Q * P)ᴴ = P - P * Q := by
    rw [conjTranspose_sub, conjTranspose_mul, hPh, hQh]
  have a2 : (Q - Q * P)ᴴ = Q - P * Q := by
    rw [conjTranspose_sub, conjTranspose_mul, hPh, hQh]
  have e1 : (P - P * Q) * H * (P - Q * P) =
      P * H * P - P * (H * Q) * P - P * (Q * H * P) + P * (Q * H * Q) * P := by
    noncomm_ring
  have e2 : (Q - P * Q) * H * (Q - Q * P) =
      Q * H * Q - Q * H * Q * P - P * (Q * H * Q) + P * (Q * H * Q) * P := by
    noncomm_ring
  -- cyclicity of the trace reduces every term
  have t1 : trace (P * H * P) = trace (H * P) := by
    rw [trace_mul_comm (P * H) P, ← Matrix.mul_assoc P P, hP, trace_mul_comm P H]
  have t2 : trace (H * Q * P) = trace (H * Q) := by
    rw [trace_mul_comm (H * Q) P, h]
  have t3 : trace (P * (Q * H)) = trace (H * Q) := by
    rw [trace_mul_comm P (Q * H), h', trace_mul_comm Q H]
  have t4 : trace (P * (Q * H * Q) * P) = trace (P * (Q * H * Q)) := by
    rw [trace_mul_comm (P * (Q * H * Q)) P, ← Matrix.mul_assoc P P, hP]
  have t5 : trace (Q * H * Q) = trace (H * Q) := by
    rw [trace_mul_comm (Q * H) Q, ← Matrix.mul_assoc Q Q, hQ, trace_mul_comm Q H]
  have t6 : trace (Q * H * Q * P) = trace (P * (Q * H * Q)) := trace_mul_comm _ _
  rw [a1, a2, e1, e2, h, h']
  simp only [trace_add, trace_sub]
  linear_combination -t1 + t2 + t3 - 2 * t4 - t5 + t6

/-- For positive definite `H` and `V` with invertible Gram matrix, a step of block inverse
iteration never raises the sum of the Ritz values. -/
theorem ritzSum_step_le {H : Matrix n n ℂ} (hH : H.PosDef) {V : Matrix n k ℂ}
    (hV : IsUnit (Vᴴ * V)) : ritzSum H (H⁻¹ * V) ≤ ritzSum H V := by
  rw [← sub_nonneg, ritzSum_drop hH hV]
  exact add_nonneg (block_energy_pos hH _).1 (block_energy_pos hH _).1

/-- For positive definite `H` and orthonormal columns `V`, the block `W = H⁻¹ V` has an
invertible Gram matrix, and its Ritz sum is at most `tr (Vᴴ H V)`. -/
theorem orthonormal_step {H : Matrix n n ℂ} (hH : H.PosDef) {V W : Matrix n k ℂ}
    (hV : Vᴴ * V = 1) (hW : W = H⁻¹ * V) :
    IsUnit (Wᴴ * W) ∧ trace ((Wᴴ * W)⁻¹ * (Wᴴ * H * W)) ≤ trace (Vᴴ * H * V) := by
  subst hW
  have hu : IsUnit (Vᴴ * V) := by
    rw [hV]
    exact isUnit_one
  have hi : (1 : Matrix k k ℂ)⁻¹ = 1 := Matrix.inv_eq_right_inv (Matrix.one_mul 1)
  have e : ritzSum H V = trace (Vᴴ * H * V) := by
    rw [ritzSum, hV, hi, Matrix.one_mul]
  have h := ritzSum_step_le hH hu
  rw [e] at h
  exact ⟨gram_isUnit_step hH hu, h⟩

omit [DecidableEq n] in
/-- If `H V = V L` and the Gram matrix of `V` is invertible, the Ritz sum is the trace
of `L`. -/
theorem ritzSum_of_invariant {H : Matrix n n ℂ} {V : Matrix n k ℂ} {L : Matrix k k ℂ}
    (hV : IsUnit (Vᴴ * V)) (hL : H * V = V * L) : ritzSum H V = trace L := by
  have hd := (Matrix.isUnit_iff_isUnit_det _).mp hV
  rw [ritzSum, Matrix.mul_assoc Vᴴ, hL, ← Matrix.mul_assoc Vᴴ,
    nonsing_inv_mul_cancel_left _ _ hd]

/-- For positive definite `H` and `V` with invertible Gram matrix, a step leaves the Ritz sum
unchanged exactly when the span of the columns of `V` is invariant under `H`. -/
theorem ritzSum_step_eq_iff {H : Matrix n n ℂ} (hH : H.PosDef) {V : Matrix n k ℂ}
    (hV : IsUnit (Vᴴ * V)) :
    ritzSum H (H⁻¹ * V) = ritzSum H V ↔ ∃ L : Matrix k k ℂ, H * V = V * L := by
  have hd := (Matrix.isUnit_iff_isUnit_det _).mp hH.isUnit
  constructor
  · intro h
    have hdrop := ritzSum_drop hH hV
    rw [h, sub_self] at hdrop
    have h1 := block_energy_pos hH (spanProj V - spanProj (H⁻¹ * V) * spanProj V)
    have h2 := block_energy_pos hH
      (spanProj (H⁻¹ * V) - spanProj (H⁻¹ * V) * spanProj V)
    have hz := (add_eq_zero_iff_of_nonneg h1.1 h2.1).mp hdrop.symm
    have hPQ := sub_eq_zero.mp (h1.2 hz.1)
    have hPV := (spanProj_spec hV).2.1
    -- the old block lies in the new trial space
    have hVQ : V = spanProj (H⁻¹ * V) * V := by
      calc V = spanProj V * V := hPV.symm
        _ = spanProj (H⁻¹ * V) * spanProj V * V := by rw [← hPQ]
        _ = spanProj (H⁻¹ * V) * V := by rw [Matrix.mul_assoc, hPV]
    refine ⟨((H⁻¹ * V)ᴴ * (H⁻¹ * V))⁻¹ * (H⁻¹ * V)ᴴ * V, ?_⟩
    calc H * V = H * (spanProj (H⁻¹ * V) * V) := by rw [← hVQ]
      _ = V * (((H⁻¹ * V)ᴴ * (H⁻¹ * V))⁻¹ * (H⁻¹ * V)ᴴ * V) := by
        simp only [spanProj, Matrix.mul_assoc]
        rw [mul_nonsing_inv_cancel_left _ _ hd]
  · rintro ⟨L, hL⟩
    have hW : H * (H⁻¹ * V) = H⁻¹ * V * L := by
      rw [mul_nonsing_inv_cancel_left _ _ hd, Matrix.mul_assoc, ← hL,
        nonsing_inv_mul_cancel_left _ _ hd]
    rw [ritzSum_of_invariant (gram_isUnit_step hH hV) hW, ritzSum_of_invariant hV hL]

/-- For positive definite `H` and a starting block with invertible Gram matrix, the Ritz sum
is non-increasing in the number of inverse iteration steps. -/
theorem ritzSum_antitone {H : Matrix n n ℂ} (hH : H.PosDef) {V : Matrix n k ℂ}
    (hV : IsUnit (Vᴴ * V)) : Antitone (fun m : ℕ => ritzSum H (H⁻¹ ^ m * V)) := by
  have hu : ∀ m : ℕ, IsUnit ((H⁻¹ ^ m * V)ᴴ * (H⁻¹ ^ m * V)) := by
    intro m
    induction m with
    | zero => rwa [pow_zero, Matrix.one_mul]
    | succ m ih =>
      rw [pow_succ', Matrix.mul_assoc]
      exact gram_isUnit_step hH ih
  refine antitone_nat_of_succ_le fun m => ?_
  rw [pow_succ', Matrix.mul_assoc]
  exact ritzSum_step_le hH (hu m)

end

end BlockInverseIteration
```

```lean
#print axioms BlockInverseIteration.ritzSum_step_le
-- 'BlockInverseIteration.ritzSum_step_le' depends on axioms: [propext, Classical.choice, Quot.sound]
#print axioms BlockInverseIteration.orthonormal_step
-- 'BlockInverseIteration.orthonormal_step' depends on axioms: [propext, Classical.choice, Quot.sound]
#print axioms BlockInverseIteration.ritzSum_step_eq_iff
-- 'BlockInverseIteration.ritzSum_step_eq_iff' depends on axioms: [propext, Classical.choice, Quot.sound]
#print axioms BlockInverseIteration.ritzSum_antitone
-- 'BlockInverseIteration.ritzSum_antitone' depends on axioms: [propext, Classical.choice, Quot.sound]
```

## What a falling or flat trace tells you

The theorems guarantee that the Ritz sum does not rise under exact steps with a fixed positive definite H, and that it stays constant over a step only on an invariant subspace. A constant sum does not show that the subspace is the lowest one: a block of exact excited eigenvectors also leaves it unchanged. Nor do the theorems give a rate of convergence, and they bound the sum of the Ritz values, not each value separately.

One gap between the model and a running code is the linear solve. The theorems take W to be exactly H⁻¹V, whereas a code obtains W in floating point, often from an iterative solver stopped at a tolerance. If the logged sum rises, tightening that tolerance is a sensible first check.

The remarks on shifts, on orthonormalising W and on the indefinite 2×2 example are ordinary algebra added to the Lean results.
